# Agreement on the first $L$ k-point grids does not bound the error for continuous periodic bands

Take the band $\cos(4\pi k)$ on the one-dimensional Brillouin zone $[0,1]$, with $k$ in units of the reciprocal lattice vector. The grids considered here are uniform and contain $k=0$: the $N$-point grid consists of $k=r/N$ with $r=0,\dots,N-1$. The one-point grid samples $k=0$ and finds 1. The two-point grid samples $k=0$ and $k=1/2$, finds 1 both times, and gives the average 1. The two grids agree exactly, but the zone integral is 0. The three-point grid exposes the failure: its values are $1,-\tfrac12,-\tfrac12$, with average 0.

The same thing can be arranged for any number of successive grids. For a natural number $L$, the band $\cos(2\pi L!\,k)$ has average exactly 1 on each of these grids with $N=1,\dots,L$ points, and its integral is 0. Multiplying the band by a constant keeps the grids in agreement and makes the error as large as desired. Without information about the band beyond continuity and periodicity, agreement of these grids therefore gives no error bound.

## Aliasing of a cosine band

Let $M$ be a natural number and $N\ge 1$. The average of $\cos(2\pi Mk)$ over the grid $k=r/N$, $r=0,\dots,N-1$, is

$$A_N=\frac1N\sum_{r=0}^{N-1}\cos\frac{2\pi Mr}{N}.$$

If $N$ divides $M$, every argument is an integer multiple of $2\pi$, every term is 1, and $A_N=1$.

If $N$ does not divide $M$, put $y=\pi M/N$, so that the terms are $\cos(2ry)$. The identity

$$2\sin y\,\cos(2ry)=\sin((2r+1)y)-\sin((2r-1)y)$$

makes the sum telescope:

$$2\sin y\sum_{r=0}^{N-1}\cos(2ry)=\sin((2N-1)y)+\sin y.$$

Since $Ny=\pi M$, the first term on the right is $\sin(2\pi M-y)=-\sin y$, and the right side vanishes. The factor $\sin y$ is not zero, because $y/\pi=M/N$ is not an integer. Hence $A_N=0$.

For $M\neq0$ the exact integral is

$$\int_0^1\cos(2\pi Mk)\,dk=\left[\frac{\sin(2\pi Mk)}{2\pi M}\right]_0^1=0.$$

Now set $M=L!$. Every $N$ from 1 to $L$ divides $L!$, so all these grids give 1. No $N>L!$ divides the positive number $L!$, so all those grids give the correct value 0.

## Hiding an arbitrary energy from the grids

Let $f$ be a continuous band of period 1 and $E$ a real number. Define

$$g(k)=f(k)+E\,\bigl(1-\cos(2\pi L!\,k)\bigr).$$

At every point of the grids $1,\dots,L$ the cosine is 1, so $g=f$ there. The integral of the added term is $E(1-0)=E$.

Consider any rule $A$ that assigns a number to a band using only its values on these grids, whether by averaging, extrapolation or otherwise. Let $a=A(0)$ be its answer for the zero band, and let $C$ be any proposed error bound. With $f=0$ and $E=a+|C|+1$, the rule cannot tell $g$ from zero and returns $a$, while the integral is $E$. The error is $|a-E|=|C|+1>C$.

For a filled, non-interacting band in one dimension, the zone integral is the band energy per cell and spin, so values on these grids, together with continuity and periodicity, do not give an error bound for that energy. Further information can supply one: a known bound on the slope of the band, for example, bounds the error of a grid average. In a tight-binding picture with one orbital per cell, $\cos(2\pi Mk)$ comes from hopping between cells $M$ apart. The range $L!$ is a convenient choice and not a threshold: any positive $M$ divisible by $1,\dots,L$ serves equally well, the smallest being their least common multiple, which is 12 rather than 24 for $L=4$.

## The development in Lean

```lean
import Mathlib

open Finset MeasureTheory

namespace GridConvergenceCounterexample

noncomputable section
```

A band is a function `ℝ → ℝ`. The grid contains $k=0$ and has equal weights.

```lean
/-- The average of a band `f` over the uniform grid `r / N`, `r < N`, of the zone `[0,1]`. -/
def gridAverage (f : ℝ → ℝ) (N : ℕ) : ℝ :=
  (∑ r ∈ range N, f ((r : ℝ) / N)) / N
```

The test band has an integer number `M` of oscillations across the zone.

```lean
/-- The cosine band `cos (2 π M k)` with `M` oscillations across the zone. -/
def cosBand (M : ℕ) (k : ℝ) : ℝ := Real.cos (2 * Real.pi * M * k)
```

The next definition says when two bands look the same to all grids up to `L`. A grid point is any real $k$ for which $Nk$ is an integer, so periodic images outside $[0,1]$ are included. For periodic bands this is the same as agreement at the points $r/N$ within the zone.

```lean
/-- Two bands take the same values at all points of the grids with `N = 1, ..., L`,
that is, at all `k` for which `N k` is an integer. -/
def AgreeOnGrids (L : ℕ) (f g : ℝ → ℝ) : Prop :=
  ∀ N : ℕ, 1 ≤ N → N ≤ L → ∀ (k : ℝ) (r : ℤ), (N : ℝ) * k = r → f k = g k
```

The test band is an admissible band: shifting $k$ by 1 adds $2\pi M$ to the argument.

```lean
/-- The cosine band is continuous and has the period of the reciprocal lattice. -/
theorem cosBand_continuous_periodic (M : ℕ) :
    Continuous (cosBand M) ∧ Function.Periodic (cosBand M) 1 := by
  constructor
  · show Continuous (fun k : ℝ => Real.cos (2 * Real.pi * M * k))
    fun_prop
  · intro k
    unfold cosBand
    rw [show 2 * Real.pi * M * (k + 1) = 2 * Real.pi * M * k + (M : ℝ) * (2 * Real.pi) by ring]
    exact Real.cos_add_nat_mul_two_pi _ M
```

If $M=Nc$ and $Nk=r$, then $2\pi Mk=2\pi cr$, and the cosine is 1. The call to `linear_combination` performs this substitution.

```lean
/-- If `N` divides `M`, the cosine band equals one at every point of the `N`-grid. -/
theorem cosBand_eq_one {M N : ℕ} (hd : N ∣ M) {k : ℝ} {r : ℤ} (h : (N : ℝ) * k = r) :
    cosBand M k = 1 := by
  obtain ⟨c, rfl⟩ := hd
  unfold cosBand
  have e : 2 * Real.pi * ((N * c : ℕ) : ℝ) * k
      = (((c : ℤ) * r : ℤ) : ℝ) * (2 * Real.pi) := by
    push_cast
    linear_combination 2 * Real.pi * c * h
  rw [e]
  exact Real.cos_int_mul_two_pi _
```

The telescoped sum is proved by induction on the number of terms. The addition formulas for the sine supply the identity used above at each step.

```lean
/-- The telescoped sum of equally spaced cosines. -/
theorem two_sin_mul_sum_cos (y : ℝ) (n : ℕ) :
    2 * Real.sin y * ∑ r ∈ range n, Real.cos (2 * r * y)
      = Real.sin ((2 * n - 1) * y) + Real.sin y := by
  induction n with
  | zero => simp
  | succ n ih =>
    rw [sum_range_succ, mul_add, ih]
    push_cast
    rw [show (2 * ((n : ℝ) + 1) - 1) * y = 2 * n * y + y by ring,
      show (2 * (n : ℝ) - 1) * y = 2 * n * y - y by ring, Real.sin_add, Real.sin_sub]
    ring
```

The aliasing formula splits on whether `N` divides `M`. In the second case, `hs` shows $\sin y\neq0$: a zero would give $y=n\pi$, hence $M=Nn$, contrary to assumption. The telescoped identity `ht` then reduces to a product equal to zero, and cancelling $2\sin y$ leaves the sum `hz`.

```lean
/-- Aliasing: the `N`-point average of `cos (2 π M k)` is one if `N` divides `M`
and zero otherwise. -/
theorem gridAverage_cosBand (M : ℕ) {N : ℕ} (hN : 0 < N) :
    gridAverage (cosBand M) N = if N ∣ M then 1 else 0 := by
  have hN' : (N : ℝ) ≠ 0 := Nat.cast_ne_zero.mpr hN.ne'
  split_ifs with hd
  · -- every sampled value is one
    have h : ∀ r ∈ range N, cosBand M ((r : ℝ) / N) = 1 := fun r _ =>
      cosBand_eq_one hd (r := (r : ℤ)) (by rw [Int.cast_natCast]; field_simp)
    rw [gridAverage, sum_congr rfl h]
    simp [hN']
  · obtain ⟨y, hy⟩ : ∃ y : ℝ, y = Real.pi * M / N := ⟨_, rfl⟩
    have hNy : (N : ℝ) * y = Real.pi * M := by rw [hy]; field_simp
    -- the telescoping factor does not vanish
    have hs : Real.sin y ≠ 0 := by
      intro h0
      obtain ⟨n, hn⟩ := Real.sin_eq_zero_iff.mp h0
      have h1 : (M : ℝ) = N * n :=
        mul_left_cancel₀ Real.pi_ne_zero (by linear_combination -hNy - (N : ℝ) * hn)
      have h2 : (M : ℤ) = N * n := by exact_mod_cast h1
      exact hd (Int.natCast_dvd_natCast.mp ⟨n, h2⟩)
    have hsum : ∑ r ∈ range N, cosBand M ((r : ℝ) / N)
        = ∑ r ∈ range N, Real.cos (2 * r * y) := by
      refine sum_congr rfl fun r _ => ?_
      unfold cosBand
      rw [hy]
      congr 1
      ring
    have ht := two_sin_mul_sum_cos y N
    rw [show (2 * (N : ℝ) - 1) * y = (M : ℝ) * (2 * Real.pi) - y by
      linear_combination 2 * hNy, Real.sin_nat_mul_two_pi_sub, neg_add_cancel] at ht
    have hz := (mul_eq_zero.mp ht).resolve_left (mul_ne_zero two_ne_zero hs)
    rw [gridAverage, hsum, hz, zero_div]
```

The integral follows from the fundamental theorem of calculus with the antiderivative written above. The hypothesis `hM` excludes the constant band $M=0$, whose integral is 1.

```lean
/-- The zone integral of a cosine band with at least one oscillation vanishes. -/
theorem integral_cosBand {M : ℕ} (hM : M ≠ 0) : ∫ k in (0 : ℝ)..1, cosBand M k = 0 := by
  have hc : 2 * Real.pi * (M : ℝ) ≠ 0 :=
    mul_ne_zero (mul_ne_zero two_ne_zero Real.pi_ne_zero) (Nat.cast_ne_zero.mpr hM)
  have hd : ∀ k : ℝ, HasDerivAt
      (fun k : ℝ => Real.sin (2 * Real.pi * M * k) / (2 * Real.pi * M)) (cosBand M k) k := by
    intro k
    refine ((((hasDerivAt_id' k).const_mul (2 * Real.pi * (M : ℝ))).sin).div_const
      (2 * Real.pi * (M : ℝ))).congr_deriv ?_
    unfold cosBand
    rw [mul_one, mul_div_assoc, div_self hc, mul_one]
  have h1 : Real.sin (2 * Real.pi * M * 1) = 0 := by
    rw [show 2 * Real.pi * (M : ℝ) * 1 = ((2 * M : ℕ) : ℝ) * Real.pi by push_cast; ring]
    exact Real.sin_nat_mul_pi _
  rw [intervalIntegral.integral_eq_sub_of_hasDerivAt (fun k _ => hd k)
    ((cosBand_continuous_periodic M).1.intervalIntegrable 0 1)]
  simp only [h1, mul_zero, Real.sin_zero, zero_div, sub_self]
```

The counter-example combines these results in three statements: average 1 on each grid up to `L`, integral 0, and average 0 on each grid with more than `L.factorial` points. Grids between these two ranges are governed by the divisibility rule. For `L = 0` the first statement concerns no grids and holds trivially.

```lean
/-- The band `cos (2 π L! k)` has average exactly one on every grid with `N = 1, ..., L`,
its zone integral is zero, and every grid with more than `L!` points gives zero. -/
theorem false_convergence (L : ℕ) :
    (∀ N : ℕ, 1 ≤ N → N ≤ L → gridAverage (cosBand L.factorial) N = 1) ∧
    (∫ k in (0 : ℝ)..1, cosBand L.factorial k = 0) ∧
    (∀ N : ℕ, L.factorial < N → gridAverage (cosBand L.factorial) N = 0) := by
  refine ⟨fun N h1 hL => ?_, integral_cosBand (Nat.factorial_ne_zero L), fun N h => ?_⟩
  · rw [gridAverage_cosBand _ h1, if_pos (Nat.dvd_factorial h1 hL)]
  · have hnd : ¬ N ∣ L.factorial := fun hd =>
      absurd (Nat.le_of_dvd (Nat.factorial_pos L) hd) (not_le_of_gt h)
    rw [gridAverage_cosBand _ (lt_of_le_of_lt (Nat.zero_le _) h), if_neg hnd]
```

The next theorem constructs $g$ from $f$. Linearity of the integral gives the shift `E` in `hint`; the remaining goals are periodicity and agreement on the grids.

```lean
/-- For every continuous periodic band `f` and every real `E` there is a continuous periodic
band with the same values on all grids up to `L` and a zone integral shifted by `E`. -/
theorem exists_indistinguishable_band (L : ℕ) (E : ℝ) {f : ℝ → ℝ}
    (hf : Continuous f) (hp : Function.Periodic f 1) :
    ∃ g : ℝ → ℝ, Continuous g ∧ Function.Periodic g 1 ∧ AgreeOnGrids L f g ∧
      ∫ k in (0 : ℝ)..1, g k = (∫ k in (0 : ℝ)..1, f k) + E := by
  obtain ⟨hc, hper⟩ := cosBand_continuous_periodic L.factorial
  have hcorr : Continuous (fun k : ℝ => E * (1 - cosBand L.factorial k)) :=
    continuous_const.mul (continuous_const.sub hc)
  have hone : IntervalIntegrable (fun _ : ℝ => (1 : ℝ)) volume 0 1 :=
    continuous_const.intervalIntegrable 0 1
  -- the added term has integral `E`
  have hint : ∫ k in (0 : ℝ)..1, (f k + E * (1 - cosBand L.factorial k))
      = (∫ k in (0 : ℝ)..1, f k) + E := by
    rw [intervalIntegral.integral_add (hf.intervalIntegrable 0 1)
      (hcorr.intervalIntegrable 0 1), intervalIntegral.integral_const_mul,
      intervalIntegral.integral_sub hone (hc.intervalIntegrable 0 1),
      integral_cosBand (Nat.factorial_ne_zero L)]
    simp
  refine ⟨fun k => f k + E * (1 - cosBand L.factorial k), hf.add hcorr, ?_, ?_, hint⟩
  · intro k
    show f (k + 1) + E * (1 - cosBand L.factorial (k + 1))
      = f k + E * (1 - cosBand L.factorial k)
    rw [hp k, hper k]
  · -- and it vanishes at every sampled point
    intro N h1 hL k r hk
    show f k = f k + E * (1 - cosBand L.factorial k)
    rw [cosBand_eq_one (Nat.dvd_factorial h1 hL) hk]
    ring
```

In the last theorem the estimator is an arbitrary map `A`, with no assumption of linearity or continuity. Hypothesis `hA` expresses that it sees only the grid values: bands that agree on the grids receive the same estimate. The band `g` is chosen after `L`, `A` and `C`, so the theorem denies a uniform error bound and does not say that the estimator fails for every band. Partial occupations, smearing and self-consistency do not enter the model.

```lean
/-- Any estimator `A` that depends only on the band values on the grids up to `L` misses the
zone integral of some continuous periodic band by more than any prescribed `C`. -/
theorem no_error_bound_from_grids (L : ℕ) (A : (ℝ → ℝ) → ℝ)
    (hA : ∀ f g : ℝ → ℝ, AgreeOnGrids L f g → A f = A g) (C : ℝ) :
    ∃ g : ℝ → ℝ, Continuous g ∧ Function.Periodic g 1 ∧
      C < |A g - ∫ k in (0 : ℝ)..1, g k| := by
  -- a band that agrees with zero on the grids, with integral `|C| + 1` above the estimate
  obtain ⟨g, hg, hp, hag, hi⟩ := exists_indistinguishable_band L
    (A (fun _ => 0) + |C| + 1) (f := fun _ => (0 : ℝ)) continuous_const (fun _ => rfl)
  refine ⟨g, hg, hp, ?_⟩
  rw [intervalIntegral.integral_zero, zero_add] at hi
  rw [← hA _ g hag, hi]
  have h1 := neg_le_abs (A (fun _ => 0) - (A (fun _ => 0) + |C| + 1))
  have h2 := le_abs_self C
  linarith

end

end GridConvergenceCounterexample
```

```lean
#print axioms GridConvergenceCounterexample.false_convergence
-- 'GridConvergenceCounterexample.false_convergence' depends on axioms: [propext, Classical.choice, Quot.sound]
#print axioms GridConvergenceCounterexample.no_error_bound_from_grids
-- 'GridConvergenceCounterexample.no_error_bound_from_grids' depends on axioms: [propext, Classical.choice, Quot.sound]
```
